# At fixed temperature and total Fermi occupation, the chemical potential shifts at the f(1 − f)-weighted mean rate of the levels

A finite set of levels with energies e_i(t) is filled according to the Fermi function f_i = 1/(1 + exp(β(e_i − μ))), at a fixed inverse temperature β > 0. The energies and the chemical potential μ(t) are differentiable at t₀, and the occupations sum to a constant N for all t near t₀. The lemma states that, at t₀, μ′ Σ f_i(1 − f_i) = Σ f_i(1 − f_i) e_i′. The attempt differentiates each occupation with the quotient rule, sums the results, and equates the sum to zero, the derivative of a constant; cancelling β then gives the claim.

This version doesn't compile in Lean 4 with Mathlib:

```lean
import Mathlib

open Filter Topology

namespace MerminForces

noncomputable section

variable {ι : Type*} [Fintype ι]

/-- Fermi occupation of a level of energy `e` at inverse temperature `β` and chemical
potential `μ`. -/
def fermi (β μ e : ℝ) : ℝ := 1 / (1 + Real.exp (β * (e - μ)))

/-- If the occupations sum to `N` for all `t` near `t₀`, then `μ'` times the sum of the weights `f_i
(1 - f_i)` equals the sum of the level derivatives `e_i'` multiplied by those weights. -/
theorem chemical_potential_response {β N t₀ μ' : ℝ} (hβ : 0 < β) {e : ι → ℝ → ℝ}
    {e' : ι → ℝ} {μ : ℝ → ℝ} (he : ∀ i, HasDerivAt (e i) (e' i) t₀)
    (hμ : HasDerivAt μ μ' t₀) (hN : ∀ᶠ t in 𝓝 t₀, ∑ i, fermi β (μ t) (e i t) = N) :
    μ' * ∑ i, fermi β (μ t₀) (e i t₀) * (1 - fermi β (μ t₀) (e i t₀))
      = ∑ i, fermi β (μ t₀) (e i t₀) * (1 - fermi β (μ t₀) (e i t₀)) * e' i := by
  -- derivative of one occupation
  have hf : ∀ i, HasDerivAt (fun t => fermi β (μ t) (e i t))
      (-β * (fermi β (μ t₀) (e i t₀) * (1 - fermi β (μ t₀) (e i t₀))) * (e' i - μ')) t₀ := by
    intro i
    have h1 : HasDerivAt (fun t => β * (e i t - μ t)) (β * (e' i - μ')) t₀ :=
      ((he i).fun_sub hμ).const_mul β
    have hy : 1 + Real.exp (β * (e i t₀ - μ t₀)) ≠ 0 := by positivity
    have h2 := (hasDerivAt_const t₀ (1 : ℝ)).fun_div (h1.exp.const_add 1) hy
    refine HasDerivAt.congr_deriv h2 ?_
    unfold fermi
    linear_combination (-(β * (e' i - μ') * (1 + Real.exp (β * (e i t₀ - μ t₀)))⁻¹))
      * inv_mul_cancel₀ hy
  -- the total occupation is constant near `t₀`
  have hc : HasDerivAt (fun t => ∑ i, fermi β (μ t) (e i t)) 0 t₀ :=
    (hasDerivAt_const t₀ N).congr_of_eventuallyEq hN
  have h := (HasDerivAt.fun_sum (u := Finset.univ) fun i _ => hf i).unique hc
  have hs : ∑ i, -β * (fermi β (μ t₀) (e i t₀) * (1 - fermi β (μ t₀) (e i t₀)))
        * (e' i - μ')
      = β * (μ' * ∑ i, fermi β (μ t₀) (e i t₀) * (1 - fermi β (μ t₀) (e i t₀))
        - ∑ i, fermi β (μ t₀) (e i t₀) * (1 - fermi β (μ t₀) (e i t₀)) * e' i) := by
    rw [Finset.mul_sum, ← Finset.sum_sub_distrib, Finset.mul_sum]
    exact Finset.sum_congr rfl fun i _ => by ring
  rw [hs] at h
  have h0 := (mul_eq_zero.mp h).resolve_left hβ.ne'
  linarith

end

end MerminForces
```

The error:

```
Main.lean:32:4: error: ring failed, ring expressions not equal
ι : Type u_1
inst✝ : Fintype ι
β N t₀ μ' : ℝ
hβ : 0 < β
e : ι → ℝ → ℝ
e' : ι → ℝ
μ : ℝ → ℝ
he : ∀ (i : ι), HasDerivAt (e i) (e' i) t₀
hμ : HasDerivAt μ μ' t₀
hN : ∀ᶠ (t : ℝ) in 𝓝 t₀, ∑ i, fermi β (μ t) (e i t) = N
i : ι
h1 : HasDerivAt (fun t => β * (e i t - μ t)) (β * (e' i - μ')) t₀
hy : 1 + Real.exp (β * (e i t₀ - μ t₀)) ≠ 0
h2 :
  HasDerivAt (fun y => 1 / (1 + Real.exp (β * (e i y - μ y))))
    ((0 * (1 + Real.exp (β * (e i t₀ - μ t₀))) - 1 * (Real.exp (β * (e i t₀ - μ t₀)) * (β * (e' i - μ')))) /
      (1 + Real.exp (β * (e i t₀ - μ t₀))) ^ 2)
    t₀
⊢ -(Real.exp (β * (e i t₀ - μ t₀)) * β * e' i *
              (1 + Real.exp (β * (e i t₀ - μ t₀)) * 2 + Real.exp (β * (e i t₀ - μ t₀)) ^ 2)⁻¹) +
          Real.exp (β * (e i t₀ - μ t₀)) * β * e' i * (1 + Real.exp (β * (e i t₀ - μ t₀)))⁻¹ ^ 2 +
        Real.exp (β * (e i t₀ - μ t₀)) * β * μ' *
          (1 + Real.exp (β * (e i t₀ - μ t₀)) * 2 + Real.exp (β * (e i t₀ - μ t₀)) ^ 2)⁻¹ -
      Real.exp (β * (e i t₀ - μ t₀)) * β * μ' * (1 + Real.exp (β * (e i t₀ - μ t₀)))⁻¹ ^ 2 =
    0
```

The change, after which it compiles:

```diff
@@ -29,4 +29,5 @@
     have h2 := (hasDerivAt_const t₀ (1 : ℝ)).fun_div (h1.exp.const_add 1) hy
     refine HasDerivAt.congr_deriv h2 ?_
+    rw [div_eq_mul_inv, ← inv_pow]
     unfold fermi
     linear_combination (-(β * (e' i - μ') * (1 + Real.exp (β * (e i t₀ - μ t₀)))⁻¹))
```

Diagnosis. The single error comes from `linear_combination`, which is meant to show that the quotient rule's derivative of one occupation equals −β f_i(1 − f_i)(e_i′ − μ′). The combination is right, but the `ring` check that closes it fails.

Write E for the exponential. The quotient rule leaves a division by (1 + E)², and `ring` multiplies this square out before inverting it, which gives (1 + 2E + E²)⁻¹. The unfolded occupations and the supplied coefficient instead produce ((1 + E)⁻¹)². The two are equal, but `ring` does not identify the inverse of the expanded sum with the square of the inverse, so the terms in the message do not cancel.

The added line puts the quotient rule's result into the second form before `ring` sees it. `div_eq_mul_inv` turns the division into multiplication by ((1 + E)²)⁻¹, and `inv_pow`, used from right to left, turns that into ((1 + E)⁻¹)². Every term is now written with the same inverse, (1 + E)⁻¹, and the original `linear_combination` goes through.
